# Two smooth spheres in elastic collision: the conservation laws allow only the collision rule or unchanged velocities

Two hard spheres fly freely until they touch. At contact their velocities jump while their positions stay put, and a simulation needs the new velocities. If the spheres are smooth, the contact force acts along the line of centres. Let the masses be $m_1, m_2 > 0$, the centres $x_1, x_2$, the velocities $v_1, v_2$, and let $n$ be a unit vector with $x_1 - x_2 = r\,n$ for a real number $r$. The elastic rule is

$$v_1' = v_1 - \frac{2m_2\,g}{m_1+m_2}\,n,\qquad v_2' = v_2 + \frac{2m_1\,g}{m_1+m_2}\,n,\qquad g = (v_1-v_2)\cdot n .$$

The problems below show that this rule undoes itself when applied twice with the same $n$, and that it conserves momentum, kinetic energy and angular momentum. If $r \neq 0$, the only other final velocities with the same conserved quantities are the initial ones. Event-driven molecular dynamics of hard spheres applies such a rule at each collision; the result here concerns a single collision of two spheres without friction or spin.

## Velocities, impulses and conserved quantities

In Lean 4 with Mathlib:

```lean
import Mathlib

open Matrix

namespace ElasticSphereCollision

noncomputable section
```

Vectors are triples of real numbers.

```lean
/-- Vectors in three-dimensional space. -/
abbrev Vec := Fin 3 → ℝ
```

A pair of velocities is one object `v`, with `v.1` and `v.2` for the two spheres; positions `x` are paired in the same way. The symbol `⬝ᵥ` is the dot product and `⨯₃` the cross product. The number $g$ is `normalVelocity n v`.

```lean
/-- The dot product with `n` of the velocity of sphere 1 relative to sphere 2. For a unit vector `n`
this is the component along `n`. -/
def normalVelocity (n : Vec) (v : Vec × Vec) : ℝ := (v.1 - v.2) ⬝ᵥ n
```

The elastic rule is a map from velocity pairs to velocity pairs.

```lean
/-- The elastic collision rule for two smooth spheres, when `n` is a unit vector along the line of
centres. -/
def collide (m₁ m₂ : ℝ) (n : Vec) (v : Vec × Vec) : Vec × Vec :=
  (v.1 - (2 * m₂ * normalVelocity n v / (m₁ + m₂)) • n,
   v.2 + (2 * m₁ * normalVelocity n v / (m₁ + m₂)) • n)
```

A kick is more general: sphere 1 hands an impulse $J n$ to sphere 2, with $J$ any real number. For $r>0$ the vector $n$ points from sphere 2 to sphere 1, so approaching spheres have $g<0$, and a negative $J$ pushes them apart.

```lean
/-- The velocities after sphere 1 has handed the impulse `J n` to sphere 2. -/
def kick (m₁ m₂ : ℝ) (n : Vec) (J : ℝ) (v : Vec × Vec) : Vec × Vec :=
  (v.1 - (J / m₁) • n, v.2 + (J / m₂) • n)
```

The conserved quantities are $P = m_1v_1+m_2v_2$, $K = \tfrac12(m_1|v_1|^2+m_2|v_2|^2)$ and $L = m_1\,x_1\times v_1 + m_2\,x_2\times v_2$, the last taken about the origin.

```lean
/-- Total momentum. -/
def momentum (m₁ m₂ : ℝ) (v : Vec × Vec) : Vec := m₁ • v.1 + m₂ • v.2

/-- Total kinetic energy. -/
def kineticEnergy (m₁ m₂ : ℝ) (v : Vec × Vec) : ℝ :=
  (m₁ * (v.1 ⬝ᵥ v.1) + m₂ * (v.2 ⬝ᵥ v.2)) / 2

/-- Total angular momentum about the origin of spheres centred at `x.1` and `x.2`. -/
def angularMomentum (m₁ m₂ : ℝ) (x v : Vec × Vec) : Vec :=
  m₁ • (x.1 ⨯₃ v.1) + m₂ • (x.2 ⨯₃ v.2)
```

The definitions contain no radii and no test for contact or approach. Those decide when a collision happens; the theorems concern what the rule does at given positions. The unit length of $n$ enters as `hn : n ⬝ᵥ n = 1`, and the line of centres as `hx : x.1 - x.2 = r • n`.

## (a) Angular momentum changes by separation cross impulse

**Task.** Let $v$ and $w$ be velocity pairs with equal total momentum. Express $L(v)-L(w)$ through the momentum lost by sphere 1.

**Solution.** Put $q = m_1(v_1-w_1)$. Equal total momentum gives $q = m_2(w_2-v_2)$: what sphere 1 loses, sphere 2 gains. Hence

$$L(v)-L(w) = x_1\times m_1(v_1-w_1) - x_2\times m_2(w_2-v_2) = (x_1-x_2)\times q .$$

In the code `hq` is the balance of the two momentum changes, `h` splits the cross product, and `module` collects the terms.

```lean
variable {m₁ m₂ r : ℝ} {n : Vec} {x v w : Vec × Vec}

/-- Between two states of equal total momentum, the angular momentum differs by the
separation of the centres crossed with the momentum lost by sphere 1. -/
theorem angularMomentum_sub (hp : momentum m₁ m₂ w = momentum m₁ m₂ v) :
    angularMomentum m₁ m₂ x v - angularMomentum m₁ m₂ x w
      = (x.1 - x.2) ⨯₃ (m₁ • (v.1 - w.1)) := by
  have hp' : m₁ • w.1 + m₂ • w.2 = m₁ • v.1 + m₂ • v.2 := hp
  -- what sphere 1 loses, sphere 2 gains
  have hq : m₁ • (v.1 - w.1) = m₂ • (w.2 - v.2) := by
    linear_combination (norm := module) (-1 : ℝ) • hp'
  have h : (x.1 - x.2) ⨯₃ (m₁ • (v.1 - w.1))
      = x.1 ⨯₃ (m₁ • (v.1 - w.1)) - x.2 ⨯₃ (m₂ • (w.2 - v.2)) := by
    rw [LinearMap.map_sub₂, hq]
  rw [h]
  simp only [angularMomentum, map_smul, map_sub]
  module
```

## (b) A kick conserves momentum

**Task.** Show that $P$ is unchanged by any kick.

**Solution.** The masses cancel:

$$m_1\Big(v_1-\frac{J}{m_1}n\Big)+m_2\Big(v_2+\frac{J}{m_2}n\Big) = m_1v_1+m_2v_2 .$$

The cancellations are `a₁` and `a₂`, used component by component.

```lean
/-- An exchange of impulse conserves total momentum. -/
theorem momentum_kick (hm₁ : 0 < m₁) (hm₂ : 0 < m₂) (J : ℝ) :
    momentum m₁ m₂ (kick m₁ m₂ n J v) = momentum m₁ m₂ v := by
  have a₁ : J / m₁ * m₁ = J := div_mul_cancel₀ J hm₁.ne'
  have a₂ : J / m₂ * m₂ = J := div_mul_cancel₀ J hm₂.ne'
  funext i
  simp only [momentum, kick, Pi.add_apply, Pi.sub_apply, Pi.smul_apply, smul_eq_mul]
  linear_combination n i * a₂ - n i * a₁
```

## (c) A kick along the line of centres exerts no torque

**Task.** Show that $L$ is unchanged when $x_1-x_2 = r\,n$.

**Solution.** Sphere 1 loses $q = Jn$. By (b) the momenta agree, so (a) applies and the change in $L$ is $(r\,n)\times(J\,n)=0$. These two facts are `hJ` and `h0`. Neither needs $n$ to have unit length.

```lean
/-- An exchange of impulse along the line of centres conserves angular momentum. -/
theorem angularMomentum_kick (hm₁ : 0 < m₁) (hm₂ : 0 < m₂) (hx : x.1 - x.2 = r • n)
    (J : ℝ) :
    angularMomentum m₁ m₂ x (kick m₁ m₂ n J v) = angularMomentum m₁ m₂ x v := by
  have a₁ : J / m₁ * m₁ = J := div_mul_cancel₀ J hm₁.ne'
  have hJ : m₁ • (v.1 - (kick m₁ m₂ n J v).1) = J • n := by
    funext i
    simp only [kick, Pi.sub_apply, Pi.smul_apply, smul_eq_mul]
    linear_combination n i * a₁
  have h := angularMomentum_sub (x := x) (momentum_kick (n := n) (v := v) hm₁ hm₂ J)
  rw [hx, hJ] at h
  -- the torque vanishes because separation and impulse are parallel
  have h0 : (r • n) ⨯₃ (J • n) = 0 := by simp
  rw [h0] at h
  exact (sub_eq_zero.mp h).symm
```

## (d) Two impulses conserve energy

**Task.** Find every $J$ for which the kick conserves $K$.

**Solution.** Since $n\cdot n=1$, expanding the squares gives

$$\tfrac12m_1\Big|v_1-\frac{J}{m_1}n\Big|^2 = \tfrac12m_1|v_1|^2 - J\,v_1\cdot n + \frac{J^2}{2m_1},$$

$$\tfrac12m_2\Big|v_2+\frac{J}{m_2}n\Big|^2 = \tfrac12m_2|v_2|^2 + J\,v_2\cdot n + \frac{J^2}{2m_2}.$$

The energy $K'$ after the kick is therefore

$$K' = K - J\left[g-\frac12\Big(\frac{J}{m_1}+\frac{J}{m_2}\Big)\right].$$

The product vanishes exactly when $J=0$ or

$$J = \frac{2m_1m_2\,g}{m_1+m_2} = 2\mu g,\qquad \mu=\frac{m_1m_2}{m_1+m_2},$$

where $\mu$ is the reduced mass. For $g=0$ the two values coincide.

The expansions are `e₁` and `e₂`, and the formula for $K'$ is `hK`. The forward direction splits the vanishing product with `mul_eq_zero`; the reverse direction substitutes each value of $J$.

```lean
/-- An impulse `J n` along a unit vector conserves kinetic energy exactly when `J` is zero
or twice the reduced mass times the normal relative velocity. -/
theorem kineticEnergy_kick_iff (hm₁ : 0 < m₁) (hm₂ : 0 < m₂) (hn : n ⬝ᵥ n = 1) (J : ℝ) :
    kineticEnergy m₁ m₂ (kick m₁ m₂ n J v) = kineticEnergy m₁ m₂ v ↔
      J = 0 ∨ J = 2 * m₁ * m₂ * normalVelocity n v / (m₁ + m₂) := by
  have hM : m₁ + m₂ ≠ 0 := (add_pos hm₁ hm₂).ne'
  have a₁ : J / m₁ * m₁ = J := div_mul_cancel₀ J hm₁.ne'
  have a₂ : J / m₂ * m₂ = J := div_mul_cancel₀ J hm₂.ne'
  have e₁ : ∀ (u : Vec) (c : ℝ), (u - c • n) ⬝ᵥ (u - c • n)
      = u ⬝ᵥ u - 2 * c * (u ⬝ᵥ n) + c ^ 2 * (n ⬝ᵥ n) := by
    intro u c
    simp only [dotProduct, Fin.sum_univ_three, Pi.sub_apply, Pi.smul_apply, smul_eq_mul]
    ring
  have e₂ : ∀ (u : Vec) (c : ℝ), (u + c • n) ⬝ᵥ (u + c • n)
      = u ⬝ᵥ u + 2 * c * (u ⬝ᵥ n) + c ^ 2 * (n ⬝ᵥ n) := by
    intro u c
    simp only [dotProduct, Fin.sum_univ_three, Pi.add_apply, Pi.smul_apply, smul_eq_mul]
    ring
  have hg : normalVelocity n v = v.1 ⬝ᵥ n - v.2 ⬝ᵥ n := sub_dotProduct _ _ _
  -- the energy is quadratic in the impulse
  have hK : kineticEnergy m₁ m₂ (kick m₁ m₂ n J v) = kineticEnergy m₁ m₂ v
      - J * (normalVelocity n v - (J / m₁ + J / m₂) / 2) := by
    rw [hg]
    simp only [kineticEnergy, kick]
    rw [e₁, e₂]
    linear_combination (-(v.1 ⬝ᵥ n) + J / m₁ * (n ⬝ᵥ n) / 2) * a₁
      + (v.2 ⬝ᵥ n + J / m₂ * (n ⬝ᵥ n) / 2) * a₂ + J * (J / m₁ + J / m₂) / 2 * hn
  rw [hK]
  constructor
  · intro h
    have h0 : J * (normalVelocity n v - (J / m₁ + J / m₂) / 2) = 0 := by linarith
    rcases mul_eq_zero.mp h0 with h | h
    · exact Or.inl h
    · right
      rw [eq_div_iff hM]
      linear_combination -2 * m₁ * m₂ * h - m₂ * a₁ - m₁ * a₂
  · rintro (h | h)
    · rw [h]; simp
    · have hs : J / m₁ + J / m₂ = 2 * normalVelocity n v := by
        rw [h]
        field_simp
        ring
      linear_combination J / 2 * hs
```

## (e) The elastic rule is the kick with the second impulse

**Task.** Write the elastic rule as a kick.

**Solution.** Take $J = 2m_1m_2g/(m_1+m_2)$. Then $J/m_1 = 2m_2g/(m_1+m_2)$ and $J/m_2 = 2m_1g/(m_1+m_2)$, which are the coefficients in the rule. They are `h₁` and `h₂`.

```lean
/-- The elastic rule is the exchange of an impulse `J n`, where `J` is twice the reduced mass times
`normalVelocity n v`. -/
theorem collide_eq_kick (hm₁ : 0 < m₁) (hm₂ : 0 < m₂) :
    collide m₁ m₂ n v
      = kick m₁ m₂ n (2 * m₁ * m₂ * normalVelocity n v / (m₁ + m₂)) v := by
  have h₁ : 2 * m₁ * m₂ * normalVelocity n v / (m₁ + m₂) / m₁
      = 2 * m₂ * normalVelocity n v / (m₁ + m₂) := by
    rw [div_eq_iff hm₁.ne']; ring
  have h₂ : 2 * m₁ * m₂ * normalVelocity n v / (m₁ + m₂) / m₂
      = 2 * m₁ * normalVelocity n v / (m₁ + m₂) := by
    rw [div_eq_iff hm₂.ne']; ring
  simp only [collide, kick, h₁, h₂]
```

## (f) The normal relative velocity changes sign

**Task.** Compute $g' = (v_1'-v_2')\cdot n$.

**Solution.** The two coefficients add up to $2g$, so $v_1'-v_2' = (v_1-v_2)-2g\,n$. Taking the dot product with the unit vector $n$ gives $g' = g-2g = -g$. The sum of coefficients is `hc` and the relative velocity is `hd`.

```lean
/-- The elastic rule reverses the normal relative velocity. -/
theorem normalVelocity_collide (hm₁ : 0 < m₁) (hm₂ : 0 < m₂) (hn : n ⬝ᵥ n = 1) :
    normalVelocity n (collide m₁ m₂ n v) = -normalVelocity n v := by
  have hM : m₁ + m₂ ≠ 0 := (add_pos hm₁ hm₂).ne'
  have hc : 2 * m₂ * normalVelocity n v / (m₁ + m₂)
      + 2 * m₁ * normalVelocity n v / (m₁ + m₂) = 2 * normalVelocity n v := by
    rw [← add_div, div_eq_iff hM]; ring
  have hd : (collide m₁ m₂ n v).1 - (collide m₁ m₂ n v).2
      = (v.1 - v.2) - (2 * normalVelocity n v) • n := by
    funext i
    simp only [collide, Pi.add_apply, Pi.sub_apply, Pi.smul_apply, smul_eq_mul]
    linear_combination (-(n i)) * hc
  change ((collide m₁ m₂ n v).1 - (collide m₁ m₂ n v).2) ⬝ᵥ n = _
  rw [hd, sub_dotProduct, smul_dotProduct, hn, smul_eq_mul]
  unfold normalVelocity
  ring
```

## (g) The elastic rule is an involution with three conservation laws

**Task.** Show that two applications of the rule restore the velocities, and that one application conserves $P$, $K$ and $L$.

**Solution.** The second application uses $g'=-g$, so for sphere 1

$$v_1'' = v_1' - \frac{2m_2g'}{m_1+m_2}n = v_1' + \frac{2m_2g}{m_1+m_2}n = v_1 .$$

Likewise $v_2'' = v_2' - \frac{2m_1g}{m_1+m_2}n = v_2$. By (e) the rule is a kick, so (b) gives momentum and (c) gives angular momentum. Its impulse is the second value in (d), which gives energy.

The theorem is a conjunction of four statements, proved in this order: involution, momentum, energy, angular momentum. It allows $r=0$.

```lean
/-- For spheres with line of centres `n`, the elastic rule is an involution and conserves
momentum, kinetic energy and angular momentum. -/
theorem elastic_collision (hm₁ : 0 < m₁) (hm₂ : 0 < m₂) (hn : n ⬝ᵥ n = 1)
    (hx : x.1 - x.2 = r • n) :
    collide m₁ m₂ n (collide m₁ m₂ n v) = v ∧
    momentum m₁ m₂ (collide m₁ m₂ n v) = momentum m₁ m₂ v ∧
    kineticEnergy m₁ m₂ (collide m₁ m₂ n v) = kineticEnergy m₁ m₂ v ∧
    angularMomentum m₁ m₂ x (collide m₁ m₂ n v) = angularMomentum m₁ m₂ x v := by
  refine ⟨?_, ?_, ?_, ?_⟩
  · -- the second collision sees the reversed normal velocity and undoes the first
    have h := normalVelocity_collide (v := v) hm₁ hm₂ hn
    rw [collide, h]
    refine Prod.ext (funext fun i => ?_) (funext fun i => ?_) <;>
      simp only [collide, Pi.add_apply, Pi.sub_apply, Pi.smul_apply, smul_eq_mul] <;> ring
  · rw [collide_eq_kick hm₁ hm₂]
    exact momentum_kick hm₁ hm₂ _
  · rw [collide_eq_kick hm₁ hm₂]
    exact (kineticEnergy_kick_iff hm₁ hm₂ hn _).mpr (Or.inr rfl)
  · rw [collide_eq_kick hm₁ hm₂]
    exact angularMomentum_kick hm₁ hm₂ hx _
```

## (h) A vector with no cross product with $n$ lies along $n$

**Task.** Let $n$ be a unit vector with $n\times q=0$. Show that $q=(q\cdot n)\,n$.

**Solution.** The double cross product gives

$$0 = n\times(n\times q) = (n\cdot q)\,n-(n\cdot n)\,q = (n\cdot q)\,n-q .$$

The code works in components. It names the three components of $n\times q=0$ as `h0`, `h1` and `h2`, and each `linear_combination` is one component of this identity.

```lean
/-- A vector whose cross product with the unit vector `n` vanishes is its own projection
onto `n`. -/
theorem eq_smul_of_cross_eq_zero {q : Vec} (hn : n ⬝ᵥ n = 1) (h : n ⨯₃ q = 0) :
    q = (q ⬝ᵥ n) • n := by
  have h0 : n 1 * q 2 - n 2 * q 1 = 0 := by
    have := congrFun h 0
    simpa [cross_apply] using this
  have h1 : n 2 * q 0 - n 0 * q 2 = 0 := by
    have := congrFun h 1
    simpa [cross_apply] using this
  have h2 : n 0 * q 1 - n 1 * q 0 = 0 := by
    have := congrFun h 2
    simpa [cross_apply] using this
  have hd : q ⬝ᵥ n = q 0 * n 0 + q 1 * n 1 + q 2 * n 2 := by
    simp only [dotProduct, Fin.sum_univ_three]
  simp only [dotProduct, Fin.sum_univ_three] at hn
  rw [hd]
  funext i
  fin_cases i
  · change q 0 = (q 0 * n 0 + q 1 * n 1 + q 2 * n 2) * n 0
    linear_combination -q 0 * hn - n 1 * h2 + n 2 * h1
  · change q 1 = (q 0 * n 0 + q 1 * n 1 + q 2 * n 2) * n 1
    linear_combination -q 1 * hn + n 0 * h2 - n 2 * h0
  · change q 2 = (q 0 * n 0 + q 1 * n 1 + q 2 * n 2) * n 2
    linear_combination -q 2 * hn - n 0 * h1 + n 1 * h0
```

## (i) The conserved quantities leave two outcomes

**Task.** Let $r\neq0$. Show that $w$ has the same $P$, $K$ and $L$ as $v$ exactly when $w=v$ or $w$ is the elastic outcome of $v$.

**Solution.** Suppose the three quantities agree, and put $q=m_1(v_1-w_1)$. By (a), $0=(r\,n)\times q = r\,(n\times q)$. Since $r\neq0$, $n\times q=0$, and (h) gives $q=Jn$ with $J=q\cdot n$. Solving for $w_1$, and using momentum conservation for $w_2$,

$$w_1=v_1-\frac{J}{m_1}n,\qquad w_2=v_2+\frac{J}{m_2}n ,$$

so $w$ is a kick of $v$. Energy conservation and (d) leave $J=0$, which is $w=v$, or $J=2\mu g$, which is the elastic rule by (e). Conversely, $v$ trivially has its own conserved quantities, and (g) covers the elastic outcome.

The hypothesis `hr : r ≠ 0` says that the centres are distinct, as they are for hard spheres in contact. With coincident centres, angular momentum would not restrict the direction of the impulse. In the code `ht` is the vanishing torque, `hw` identifies $w$ as a kick, and the `rcases` step follows the two values of $J$.

```lean
/-- For spheres with distinct centres, the velocities `w` have the same momentum, kinetic
energy and angular momentum as `v` exactly when `w` is `v` or the elastic outcome of `v`. -/
theorem conserved_iff (hm₁ : 0 < m₁) (hm₂ : 0 < m₂) (hn : n ⬝ᵥ n = 1)
    (hr : r ≠ 0) (hx : x.1 - x.2 = r • n) :
    (momentum m₁ m₂ w = momentum m₁ m₂ v ∧
      kineticEnergy m₁ m₂ w = kineticEnergy m₁ m₂ v ∧
      angularMomentum m₁ m₂ x w = angularMomentum m₁ m₂ x v) ↔
    w = v ∨ w = collide m₁ m₂ n v := by
  constructor
  · rintro ⟨hp, hK, hL⟩
    -- no torque: the impulse is parallel to the line of centres
    have ht := angularMomentum_sub (x := x) hp
    rw [hL, sub_self, hx, LinearMap.map_smul₂] at ht
    have hc := (smul_eq_zero.mp ht.symm).resolve_left hr
    have hq := eq_smul_of_cross_eq_zero hn hc
    obtain ⟨J, hJ⟩ : ∃ J : ℝ, m₁ • (v.1 - w.1) = J • n := ⟨_, hq⟩
    have a₁ : J / m₁ * m₁ = J := div_mul_cancel₀ J hm₁.ne'
    have a₂ : J / m₂ * m₂ = J := div_mul_cancel₀ J hm₂.ne'
    have hw : w = kick m₁ m₂ n J v := by
      refine Prod.ext (funext fun i => ?_) (funext fun i => ?_)
      · have hi : m₁ * (v.1 i - w.1 i) = J * n i := congrFun hJ i
        apply mul_left_cancel₀ hm₁.ne'
        simp only [kick, Pi.sub_apply, Pi.smul_apply, smul_eq_mul]
        linear_combination -hi + n i * a₁
      · have hi : m₁ * (v.1 i - w.1 i) = J * n i := congrFun hJ i
        have hpi : m₁ * w.1 i + m₂ * w.2 i = m₁ * v.1 i + m₂ * v.2 i := congrFun hp i
        apply mul_left_cancel₀ hm₂.ne'
        simp only [kick, Pi.add_apply, Pi.smul_apply, smul_eq_mul]
        linear_combination hpi + hi - n i * a₂
    -- energy conservation leaves two values of the impulse
    rw [hw] at hK
    rcases (kineticEnergy_kick_iff hm₁ hm₂ hn J).mp hK with h | h
    · left
      rw [hw, h]
      simp [kick]
    · right
      rw [hw, collide_eq_kick hm₁ hm₂, ← h]
  · rintro (h | h)
    · rw [h]
      exact ⟨rfl, rfl, rfl⟩
    · rw [h]
      exact (elastic_collision hm₁ hm₂ hn hx).2

end

end ElasticSphereCollision
```

```lean
#print axioms ElasticSphereCollision.elastic_collision
#print axioms ElasticSphereCollision.conserved_iff
```

```
'ElasticSphereCollision.elastic_collision' depends on axioms: [propext, Classical.choice, Quot.sound]
'ElasticSphereCollision.conserved_iff' depends on axioms: [propext, Classical.choice, Quot.sound]
```

## Collisions that lose energy

The same calculation by hand treats smooth inelastic spheres with a coefficient of restitution $e$ between 0 and 1, defined by $g'=-e\,g$. The impulse is then $J=(1+e)\mu g$. Momentum and angular momentum are conserved as in (b) and (c), and inserting $J$ in the energy formula of (d) gives

$$K'-K = -\tfrac12(1-e^2)\,\mu g^2 .$$

The loss vanishes for $e=1$, the elastic rule. For $e=0$ it is the whole kinetic energy of the relative motion along $n$.
